# A simple cubic impurity band with three shells of non-negative hoppings deviates most from its zone average at Gamma

The impurity band is modelled as a single tight-binding band: one orthonormal orbital per supercell of a simple cubic lattice, with level e0 and real hoppings t1, t2, t3 to the first three neighbour shells. If the hoppings are non-negative, the band lies farthest from its Brillouin-zone average e0 at the Gamma point.

```lean
import Mathlib

open scoped Real

namespace ImpurityBandGamma

noncomputable section

/-- The impurity band at reduced wave vector `(x, y, z)`, with level `e0` and hoppings
`t1`, `t2`, `t3` to the first three neighbour shells of a simple cubic lattice of supercells. -/
def band (e0 t1 t2 t3 x y z : ℝ) : ℝ :=
  e0 + 2 * t1 * (Real.cos x + Real.cos y + Real.cos z)
    + 4 * t2 * (Real.cos x * Real.cos y + Real.cos x * Real.cos z + Real.cos y * Real.cos z)
    + 8 * t3 * (Real.cos x * Real.cos y * Real.cos z)

/-- The amplitude between impurities whose cells differ by one step along `n` of the cubic
axes: the level itself for `n = 0`, then the three hoppings. -/
def hop (e0 t1 t2 t3 : ℝ) : ℕ → ℝ
  | 0 => e0
  | 1 => t1
  | 2 => t2
  | 3 => t3
  | _ => 0

/-- The Bloch sum of the amplitudes over a cell and its 26 neighbours, each with its phase. -/
def blochSum (e0 t1 t2 t3 x y z : ℝ) : ℂ :=
  ∑ a ∈ ({-1, 0, 1} : Finset ℤ), ∑ b ∈ ({-1, 0, 1} : Finset ℤ), ∑ c ∈ ({-1, 0, 1} : Finset ℤ),
    (hop e0 t1 t2 t3 (a.natAbs + b.natAbs + c.natAbs) : ℂ)
      * Complex.exp ((a * x + b * y + c * z) * Complex.I)

/-- The average of a function of the wave vector over the Brillouin zone `[0, 2π]³`. -/
def zoneAverage (f : ℝ → ℝ → ℝ → ℝ) : ℝ :=
  (∫ x in (0 : ℝ)..2 * π, ∫ y in (0 : ℝ)..2 * π, ∫ z in (0 : ℝ)..2 * π, f x y z) / (2 * π) ^ 3

/-- The Bloch sum over the home cell and its three neighbour shells is the cosine band. -/
theorem blochSum_eq_band (e0 t1 t2 t3 x y z : ℝ) :
    blochSum e0 t1 t2 t3 x y z = (band e0 t1 t2 t3 x y z : ℂ) := by
  have sum_three : ∀ f : ℤ → ℂ,
      ∑ m ∈ ({-1, 0, 1} : Finset ℤ), f m = f (-1) + (f 0 + f 1) := by
    intro f
    rw [Finset.sum_insert (by decide), Finset.sum_insert (by decide), Finset.sum_singleton]
  -- the phase factorises over the three axes
  have phase : ∀ a b c : ℤ, Complex.exp ((a * x + b * y + c * z) * Complex.I)
      = Complex.exp (a * x * Complex.I) * Complex.exp (b * y * Complex.I)
        * Complex.exp (c * z * Complex.I) := by
    intro a b c
    rw [← Complex.exp_add, ← Complex.exp_add]
    congr 1
    ring
  have hm : ∀ u : ℝ, Complex.exp (((-1 : ℤ) : ℂ) * u * Complex.I)
      = Complex.cos u - Complex.sin u * Complex.I := by
    intro u
    have h : ((-1 : ℤ) : ℂ) * u * Complex.I = (-(u : ℂ)) * Complex.I := by
      push_cast
      ring
    rw [h, Complex.exp_mul_I, Complex.cos_neg, Complex.sin_neg]
    ring
  have h0 : ∀ u : ℝ, Complex.exp (((0 : ℤ) : ℂ) * u * Complex.I) = 1 := by
    intro u
    simp
  have h1 : ∀ u : ℝ, Complex.exp (((1 : ℤ) : ℂ) * u * Complex.I)
      = Complex.cos u + Complex.sin u * Complex.I := by
    intro u
    rw [Int.cast_one, one_mul, Complex.exp_mul_I]
  simp only [blochSum, sum_three, phase, hm, h0, h1, Int.natAbs_neg, Int.natAbs_one,
    Int.natAbs_zero, Nat.reduceAdd, add_zero, zero_add, hop, band]
  -- opposite neighbours cancel the sines
  push_cast
  ring

/-- Over a full period, a constant plus a multiple of the cosine integrates to `2π` times
the constant. -/
theorem integral_affine_cos (f : ℝ → ℝ) (a b : ℝ) (h : ∀ u, f u = a + b * Real.cos u) :
    ∫ u in (0 : ℝ)..2 * π, f u = 2 * π * a := by
  have hf : f = fun u => a + b * Real.cos u := funext h
  rw [hf, intervalIntegral.integral_add (continuous_const.intervalIntegrable _ _)
    (Continuous.intervalIntegrable (by fun_prop) _ _), intervalIntegral.integral_const,
    intervalIntegral.integral_const_mul, integral_cos]
  simp

/-- The Brillouin-zone average of the impurity band is the level `e0`. -/
theorem zoneAverage_band (e0 t1 t2 t3 : ℝ) : zoneAverage (band e0 t1 t2 t3) = e0 := by
  -- integrate out one component of the wave vector at a time
  have hz : ∀ x y : ℝ, ∫ z in (0 : ℝ)..2 * π, band e0 t1 t2 t3 x y z
      = 2 * π * (e0 + 2 * t1 * (Real.cos x + Real.cos y)
        + 4 * t2 * (Real.cos x * Real.cos y)) := fun x y =>
    integral_affine_cos _ _ (2 * t1 + 4 * t2 * (Real.cos x + Real.cos y)
      + 8 * t3 * (Real.cos x * Real.cos y)) (fun z => by unfold band; ring)
  have hy : ∀ x : ℝ, ∫ y in (0 : ℝ)..2 * π, 2 * π * (e0 + 2 * t1 * (Real.cos x + Real.cos y)
        + 4 * t2 * (Real.cos x * Real.cos y))
      = 2 * π * (2 * π * (e0 + 2 * t1 * Real.cos x)) := fun x =>
    integral_affine_cos _ _ (2 * π * (2 * t1 + 4 * t2 * Real.cos x)) (fun y => by ring)
  have hx : ∫ x in (0 : ℝ)..2 * π, 2 * π * (2 * π * (e0 + 2 * t1 * Real.cos x))
      = 2 * π * (2 * π * (2 * π * e0)) :=
    integral_affine_cos _ _ (2 * π * (2 * π * (2 * t1))) (fun x => by ring)
  have hpi : (2 * π) ^ 3 ≠ 0 := by positivity
  simp only [zoneAverage, hz, hy, hx]
  rw [div_eq_iff hpi]
  ring

/-- The sum of the three cosines lies in `[-3, 3]`, the sum of their pairwise products in
`[-3/2, 3]` and their product in `[-1, 1]`. -/
theorem shell_bounds (x y z : ℝ) :
    |Real.cos x + Real.cos y + Real.cos z| ≤ 3 ∧
    -(3 / 2) ≤ Real.cos x * Real.cos y + Real.cos x * Real.cos z + Real.cos y * Real.cos z ∧
    Real.cos x * Real.cos y + Real.cos x * Real.cos z + Real.cos y * Real.cos z ≤ 3 ∧
    |Real.cos x * Real.cos y * Real.cos z| ≤ 1 := by
  have hx := Real.cos_sq_le_one x
  have hy := Real.cos_sq_le_one y
  have hz := Real.cos_sq_le_one z
  refine ⟨?_, ?_, ?_, ?_⟩
  · rw [abs_le]
    constructor <;> linarith [Real.cos_le_one x, Real.cos_le_one y, Real.cos_le_one z,
      Real.neg_one_le_cos x, Real.neg_one_le_cos y, Real.neg_one_le_cos z]
  · nlinarith [sq_nonneg (Real.cos x + Real.cos y + Real.cos z)]
  · nlinarith [sq_nonneg (Real.cos x - Real.cos y), sq_nonneg (Real.cos x - Real.cos z),
      sq_nonneg (Real.cos y - Real.cos z)]
  · rw [abs_mul, abs_mul]
    exact mul_le_one₀ (mul_le_one₀ (Real.abs_cos_le_one x) (abs_nonneg _)
      (Real.abs_cos_le_one y)) (abs_nonneg _) (Real.abs_cos_le_one z)

/-- For non-negative hoppings the zone average of the band is `e0`, the deviation from `e0` is
largest at Gamma, where it is `6 t1 + 12 t2 + 8 t3`, and it vanishes at `(π/2, π/2, π/2)`. -/
theorem gamma_is_worst_point (e0 t1 t2 t3 : ℝ) (h1 : 0 ≤ t1) (h2 : 0 ≤ t2) (h3 : 0 ≤ t3) :
    zoneAverage (band e0 t1 t2 t3) = e0 ∧
    (∀ x y z, |band e0 t1 t2 t3 x y z - e0| ≤ |band e0 t1 t2 t3 0 0 0 - e0|) ∧
    |band e0 t1 t2 t3 0 0 0 - e0| = 6 * t1 + 12 * t2 + 8 * t3 ∧
    band e0 t1 t2 t3 (π / 2) (π / 2) (π / 2) = e0 := by
  have hG : |band e0 t1 t2 t3 0 0 0 - e0| = 6 * t1 + 12 * t2 + 8 * t3 := by
    have h : band e0 t1 t2 t3 0 0 0 - e0 = 6 * t1 + 12 * t2 + 8 * t3 := by
      simp only [band, Real.cos_zero]
      ring
    rw [h, abs_of_nonneg (by positivity)]
  refine ⟨zoneAverage_band e0 t1 t2 t3, ?_, hG, ?_⟩
  · intro x y z
    obtain ⟨hS, hP, hP', hQ⟩ := shell_bounds x y z
    rw [abs_le] at hS hQ
    rw [hG, abs_le]
    unfold band
    -- each shell is bounded separately
    constructor
    · linarith [mul_le_mul_of_nonneg_left hS.1 h1, mul_le_mul_of_nonneg_left hP h2,
        mul_le_mul_of_nonneg_left hQ.1 h3]
    · linarith [mul_le_mul_of_nonneg_left hS.2 h1, mul_le_mul_of_nonneg_left hP' h2,
        mul_le_mul_of_nonneg_left hQ.2 h3]
  · simp only [band, Real.cos_pi_div_two]
    ring

/-- If `t1` and `t2` are positive and `t3` is non-negative, the deviation reaches
`6 t1 + 12 t2 + 8 t3` exactly where all three cosines are 1. -/
theorem worst_point_unique (e0 t1 t2 t3 x y z : ℝ) (h1 : 0 < t1) (h2 : 0 < t2) (h3 : 0 ≤ t3) :
    |band e0 t1 t2 t3 x y z - e0| = 6 * t1 + 12 * t2 + 8 * t3 ↔
      Real.cos x = 1 ∧ Real.cos y = 1 ∧ Real.cos z = 1 := by
  constructor
  · intro h
    obtain ⟨hS, hP, hP', hQ⟩ := shell_bounds x y z
    rw [abs_le] at hS hQ
    have hQ1 := mul_le_mul_of_nonneg_left hQ.1 h3
    have hQ2 := mul_le_mul_of_nonneg_left hQ.2 h3
    have hS1 := mul_le_mul_of_nonneg_left hS.1 h1.le
    have hS2 := mul_le_mul_of_nonneg_left hS.2 h1.le
    have hP1 := mul_le_mul_of_nonneg_left hP h2.le
    have hP2 := mul_le_mul_of_nonneg_left hP' h2.le
    unfold band at h
    rcases abs_choice (e0 + 2 * t1 * (Real.cos x + Real.cos y + Real.cos z)
      + 4 * t2 * (Real.cos x * Real.cos y + Real.cos x * Real.cos z + Real.cos y * Real.cos z)
      + 8 * t3 * (Real.cos x * Real.cos y * Real.cos z) - e0) with hc | hc
    · -- upward deviation: the first shell must be saturated
      rw [hc] at h
      have hle : t1 * 3 ≤ t1 * (Real.cos x + Real.cos y + Real.cos z) := by linarith
      have hsum := le_of_mul_le_mul_left hle h1
      have hx := Real.cos_le_one x
      have hy := Real.cos_le_one y
      have hz := Real.cos_le_one z
      refine ⟨?_, ?_, ?_⟩ <;> linarith
    · -- downward deviation: the second shell cannot reach -3
      rw [hc] at h
      exfalso
      linarith
  · rintro ⟨hx, hy, hz⟩
    have h : band e0 t1 t2 t3 x y z - e0 = 6 * t1 + 12 * t2 + 8 * t3 := by
      simp only [band, hx, hy, hz]
      ring
    rw [h, abs_of_nonneg (by positivity)]

/-- Without second-shell hopping, the zone corner `(π, π, π)` deviates from `e0` by as much
as Gamma, with the opposite sign. -/
theorem corner_opposite_gamma (e0 t1 t3 : ℝ) :
    band e0 t1 0 t3 π π π - e0 = -(band e0 t1 0 t3 0 0 0 - e0) := by
  simp only [band, Real.cos_pi, Real.cos_zero]
  ring

/-- The mean of the band over a `2 × 2 × 2` mesh of spacing `π`, shifted by any wave vector,
is `e0`. -/
theorem mesh_average (e0 t1 t2 t3 x y z : ℝ) :
    (∑ i ∈ Finset.range 2, ∑ j ∈ Finset.range 2, ∑ l ∈ Finset.range 2,
      band e0 t1 t2 t3 (x + i * π) (y + j * π) (z + l * π)) / 8 = e0 := by
  simp only [Finset.sum_range_succ, Finset.sum_range_zero, Nat.cast_zero, Nat.cast_one,
    zero_mul, one_mul, add_zero, zero_add, band, Real.cos_add_pi]
  ring

end

end ImpurityBandGamma
```

```lean
#print axioms ImpurityBandGamma.gamma_is_worst_point
-- 'ImpurityBandGamma.gamma_is_worst_point' depends on axioms: [propext, Classical.choice, Quot.sound]
#print axioms ImpurityBandGamma.worst_point_unique
-- 'ImpurityBandGamma.worst_point_unique' depends on axioms: [propext, Classical.choice, Quot.sound]
#print axioms ImpurityBandGamma.corner_opposite_gamma
-- 'ImpurityBandGamma.corner_opposite_gamma' depends on axioms: [propext, Classical.choice, Quot.sound]
#print axioms ImpurityBandGamma.mesh_average
-- 'ImpurityBandGamma.mesh_average' depends on axioms: [propext, Classical.choice, Quot.sound]
```

## The band and its four properties

The real numbers x, y, z are the components of the wave vector times the supercell length. Gamma is (0, 0, 0), and the first Brillouin zone is [−π, π]³, with a corner at (π, π, π). Because the band is periodic, the zone average can equally be taken over the cube [0, 2π]³, as is done here. Write

X = cos x, Y = cos y, Z = cos z,

S = X + Y + Z, P = XY + XZ + YZ, Q = XYZ.

The definition `band` is then

e(x, y, z) = e0 + 2 t1 S + 4 t2 P + 8 t3 Q.

The main theorem, `gamma_is_worst_point`, takes arbitrary real e0 and hoppings with t1, t2, t3 ≥ 0. It states four things:

- The average of the band over the zone is e0. Here `zoneAverage` is the threefold integral over [0, 2π] divided by (2π)³.
- For all real x, y, z, the deviation |e(x, y, z) − e0| is at most its value at Gamma.
- That value is 6 t1 + 12 t2 + 8 t3.
- At (π/2, π/2, π/2) the band equals e0.

The second statement says that Gamma is a maximiser, but not whether it is the only one. `worst_point_unique` settles where the maximum is reached when t1 > 0, t2 > 0 and t3 ≥ 0: exactly where all three cosines are 1, which means at Gamma and its periodic images.

## Periodic images of an impurity

A supercell calculation repeats the impurity periodically, and the coupling between images broadens its level into a band. In this non-interacting one-band model with non-negative hoppings, a calculation that samples only Gamma therefore places the level as far from e0 as any single wave vector can, while sampling at (π/2, π/2, π/2) gives e0 itself.

The cosine formula comes from a lattice sum, which the file defines separately as `blochSum`. It runs over the home cell and its 26 neighbours, labelled by integers a, b, c in {−1, 0, 1}. The function `hop` assigns the amplitude according to |a| + |b| + |c|: 0 gives e0, and 1, 2, 3 give t1, t2, t3. All members of a shell share one amplitude, as they do for an s-like orbital in a cubic environment. The sum is complex-valued, and `blochSum_eq_band` identifies it with the real band for hoppings of any sign.

The condition t1, t2, t3 ≥ 0 describes couplings none of which lowers the energy at Gamma, where every image enters with the same phase. Reversing the sign of all three hoppings merely reverses e − e0, so a band with all three hoppings non-positive, whose bottom lies at Gamma, also deviates most there. Mixed signs are different, because the shells can then partly cancel at Gamma and add up elsewhere.

The hoppings are inputs. They are not derived from a host crystal or related to the size of the supercell. The model also leaves out hopping beyond the 26 neighbours, overlap between orbitals, mixing with host bands, lattice relaxation and the interaction between electrons.

## From phases to cosines

The phase of cell (a, b, c) factorises:

exp(i(ax + by + cz)) = exp(iax) exp(iby) exp(icz).

The six nearest neighbours form three opposite pairs. Along the first axis a pair gives

exp(ix) + exp(−ix) = 2X,

so the whole shell contributes 2 t1 S. In the second shell, the four cells with a = ±1, b = ±1, c = 0 give (2X)(2Y) = 4XY. The other two pairs of axes give 4XZ and 4YZ, for a total of 4 t2 P. The eight cells of the third shell give (2X)(2Y)(2Z) = 8Q, hence 8 t3 Q. Adding e0 from the home cell gives the band.

In the proof of `blochSum_eq_band`, `sum_three` writes out each sum over {−1, 0, 1}, and `phase` performs the factorisation. The facts `hm`, `h0` and `h1` express the three possible exponentials through cosines and sines. The closing `ring` collects the terms, and the sines cancel between opposite neighbours.

## The zone average, one component at a time

With two components fixed, the band is a constant plus a multiple of the cosine of the third. For such a function,

∫ (A + B cos u) du = 2πA over [0, 2π],

because sin 2π − sin 0 = 0. This is `integral_affine_cos`. Applied to z, it leaves

2π (e0 + 2 t1 (X + Y) + 4 t2 XY).

Integrating over y leaves

(2π)² (e0 + 2 t1 X),

and integrating over x leaves (2π)³ e0. Division by the volume (2π)³ gives e0. The steps `hz`, `hy` and `hx` in `zoneAverage_band` are these three integrations, in this order. The signs of the hoppings play no part.

## Why no wave vector exceeds Gamma

Each cosine lies in [−1, 1], so −3 ≤ S ≤ 3 and −1 ≤ Q ≤ 1. For P, two sums of squares are enough. From

0 ≤ S² = X² + Y² + Z² + 2P

and X² + Y² + Z² ≤ 3 it follows that P ≥ −3/2. (The true minimum is −1, but this weaker bound suffices.) From

0 ≤ (X − Y)² + (X − Z)² + (Y − Z)² = 2(X² + Y² + Z²) − 2P

it follows that P ≤ X² + Y² + Z² ≤ 3. These are the statements of `shell_bounds`. There `nlinarith` receives the same squares as hints, and `linarith` handles S.

Multiplying the bounds by the non-negative hoppings and adding them gives

−6 t1 − 6 t2 − 8 t3 ≤ e − e0 ≤ 6 t1 + 12 t2 + 8 t3.

The left side is no smaller than −(6 t1 + 12 t2 + 8 t3), so

|e − e0| ≤ 6 t1 + 12 t2 + 8 t3.

At Gamma all cosines are 1, so S = 3, P = 3 and Q = 1, and the bound is attained. At (π/2, π/2, π/2) all cosines vanish and only e0 remains.

In `gamma_is_worst_point`, `hG` computes the value at Gamma. The inequality is split by `abs_le` into its lower and upper halves, and `linarith` adds the three shell bounds after `mul_le_mul_of_nonneg_left` has multiplied them by the hoppings. The average is taken from `zoneAverage_band`.

## Where the maximum is reached

Suppose t1, t2 > 0, t3 ≥ 0 and |e − e0| = 6 t1 + 12 t2 + 8 t3. The proof of `worst_point_unique` uses `abs_choice` to separate the two possible signs of e − e0.

If the deviation is upward, then

2 t1 S + 4 t2 P + 8 t3 Q = 6 t1 + 12 t2 + 8 t3.

Since 4 t2 P ≤ 12 t2 and 8 t3 Q ≤ 8 t3, the first shell must satisfy 2 t1 S ≥ 6 t1. Dividing by 2 t1 > 0 gives S ≥ 3, and three numbers that are each at most 1 can reach this sum only if all are 1. In Lean, `hle` is the inequality before t1 is cancelled and `hsum` the one after.

If the deviation is downward, e − e0 would have to equal −6 t1 − 12 t2 − 8 t3. The lower bound found above is −6 t1 − 6 t2 − 8 t3, which is strictly larger because t2 > 0, so this case is impossible. The converse direction is direct substitution of X = Y = Z = 1.

The second shell is thus what separates Gamma from the zone corner (π, π, π). There all cosines are −1, so S = −3 and Q = −1, but P = 3 as at Gamma. With t2 = 0 the deviation at the corner is exactly the negative of the one at Gamma, as `corner_opposite_gamma` states, and uniqueness fails.

## Eight wave vectors that average to the level

`mesh_average` considers the eight points obtained from any (x, y, z) by adding 0 or π to each component. Since

cos(u + π) = −cos u,

shifting one component by π reverses the sign of its cosine. Once the band is multiplied out, every term other than e0 is a constant times a product of cosines of different components, each to the first power, so it cancels in the sum over the mesh. What remains is 8 e0, and the mean is e0. The Lean proof writes out the eight terms, applies `Real.cos_add_pi` and finishes with `ring`.

For this three-shell band, a 2 × 2 × 2 mesh therefore returns the level whatever its offset and whatever the signs of the hoppings, and this includes the mesh that contains Gamma. The statement concerns eight wave vectors for one fixed supercell; it says nothing about a larger supercell with a single impurity, whose hoppings would be different numbers.
